# With the remaining block positive definite, a relaxed scan curves downward exactly when the full Hessian has a negative eigenvalue

Take one scanned coordinate $s$ and one other coordinate $r$, with the quadratic form $s^2+4sr+r^2$: at fixed $r=0$ it rises as $s^2$, but once $r$ relaxes to $-2s$ it falls as $-3s^2$. The file below treats any finite number of remaining coordinates, whose own Hessian block is assumed positive definite, and ties the sign of the relaxed curvature to the eigenvalues of the full Hessian.

```lean
import Mathlib

open Matrix

namespace RelaxedScan

noncomputable section

variable {n : Type*} [Fintype n]

/-- The displacement with scanned coordinate `s` and remaining coordinates `r`. -/
def displacement (s : ℝ) (r : n → ℝ) : Unit ⊕ n → ℝ := Sum.elim (fun _ => s) r

/-- The full Hessian, with scan curvature `a`, coupling `c` and remaining block `K`. -/
def hessian (a : ℝ) (c : n → ℝ) (K : Matrix n n ℝ) : Matrix (Unit ⊕ n) (Unit ⊕ n) ℝ :=
  Matrix.fromBlocks (Matrix.of fun _ _ => a) (Matrix.of fun _ j => c j)
    (Matrix.of fun i _ => c i) K

/-- The quadratic form of the surface, equal to twice the harmonic energy. -/
def scanForm (a : ℝ) (c : n → ℝ) (K : Matrix n n ℝ) (s : ℝ) (r : n → ℝ) : ℝ :=
  a * s ^ 2 + 2 * s * (c ⬝ᵥ r) + r ⬝ᵥ K *ᵥ r

/-- The relaxed coordinates `-s K⁻¹ c` at scan value `s`, for invertible `K`. -/
def relaxed [DecidableEq n]
    (c : n → ℝ) (K : Matrix n n ℝ) (s : ℝ) : n → ℝ := -(s • (K⁻¹ *ᵥ c))

/-- The curvature `a - ⟨c, K⁻¹ c⟩` of the relaxed scan, for invertible `K`. -/
def relaxedCurvature [DecidableEq n]
    (a : ℝ) (c : n → ℝ) (K : Matrix n n ℝ) : ℝ := a - c ⬝ᵥ K⁻¹ *ᵥ c

/-- Every displacement splits into a scanned part and a remaining part. -/
theorem exists_displacement {m : Type*} (v : Unit ⊕ m → ℝ) : ∃ s r, v = displacement s r := by
  refine ⟨v (Sum.inl ()), fun i => v (Sum.inr i), ?_⟩
  ext i
  rcases i with _ | i <;> rfl

/-- A positive definite block has a nonnegative quadratic form. -/
theorem block_nonneg {K : Matrix n n ℝ} (hK : K.PosDef) (x : n → ℝ) :
    0 ≤ x ⬝ᵥ K *ᵥ x := by
  simpa only [star_trivial] using hK.posSemidef.dotProduct_mulVec_nonneg x

/-- The response `K⁻¹ c` solves the linear equation with right-hand side `c`. -/
theorem block_response [DecidableEq n] {K : Matrix n n ℝ} (hK : K.PosDef) (c : n → ℝ) :
    K *ᵥ (K⁻¹ *ᵥ c) = c := by
  rw [Matrix.mulVec_mulVec, Matrix.mul_nonsing_inv _ hK.det_pos.ne'.isUnit,
    Matrix.one_mulVec]

/-- The Hessian acts on a displacement through its scan, coupling and remaining blocks. -/
theorem hessian_mulVec (a : ℝ) (c : n → ℝ) (K : Matrix n n ℝ) (s : ℝ) (r : n → ℝ) :
    hessian a c K *ᵥ displacement s r =
      displacement (a * s + c ⬝ᵥ r) (s • c + K *ᵥ r) := by
  ext i
  rcases i with _ | i <;>
    simp [hessian, displacement, Matrix.mulVec, dotProduct, Fintype.sum_sum_type, mul_comm]

/-- The quadratic form of the Hessian is the quadratic form of the surface. -/
theorem hessian_form (a : ℝ) (c : n → ℝ) (K : Matrix n n ℝ) (s : ℝ) (r : n → ℝ) :
    displacement s r ⬝ᵥ hessian a c K *ᵥ displacement s r = scanForm a c K s r := by
  have key (t : ℝ) (q : n → ℝ) :
      displacement s r ⬝ᵥ displacement t q = s * t + r ⬝ᵥ q := by
    simp [displacement, dotProduct, Fintype.sum_sum_type]
  rw [hessian_mulVec, key, dotProduct_add, dotProduct_smul, dotProduct_comm r c, smul_eq_mul]
  unfold scanForm
  ring

/-- The surface is the relaxed scan plus the cost of leaving the relaxed coordinates. -/
theorem scanForm_eq [DecidableEq n] {K : Matrix n n ℝ} (hK : K.PosDef) (a : ℝ) (c : n → ℝ)
    (s : ℝ) (r : n → ℝ) :
    scanForm a c K s r = relaxedCurvature a c K * s ^ 2 +
      (r - relaxed c K s) ⬝ᵥ K *ᵥ (r - relaxed c K s) := by
  have hT : Kᵀ = K := by
    simpa only [Matrix.conjTranspose_eq_transpose_of_trivial] using hK.isHermitian.eq
  have hw := block_response hK c
  -- symmetry of K moves it onto the response vector
  have hs : (K⁻¹ *ᵥ c) ⬝ᵥ K *ᵥ r = c ⬝ᵥ r := by
    rw [Matrix.dotProduct_mulVec, ← Matrix.mulVec_transpose, hT, hw]
  unfold scanForm relaxedCurvature relaxed
  rw [sub_neg_eq_add, Matrix.mulVec_add, Matrix.mulVec_smul, hw]
  simp only [add_dotProduct, dotProduct_add, smul_dotProduct, dotProduct_smul,
    smul_eq_mul, hs]
  rw [dotProduct_comm r c, dotProduct_comm (K⁻¹ *ᵥ c) c]
  ring

/-- At fixed `s` the least value of the form is `(a - ⟨c, K⁻¹ c⟩) s²`, and it is attained
exactly at the relaxed coordinates `-s K⁻¹ c`. -/
theorem relaxed_scan [DecidableEq n]
    {K : Matrix n n ℝ} (hK : K.PosDef) (a : ℝ) (c : n → ℝ) (s : ℝ) :
    IsLeast (Set.range fun r => scanForm a c K s r) (relaxedCurvature a c K * s ^ 2) ∧
      ∀ r, scanForm a c K s r = relaxedCurvature a c K * s ^ 2 ↔ r = relaxed c K s := by
  have hmin : scanForm a c K s (relaxed c K s) = relaxedCurvature a c K * s ^ 2 := by
    rw [scanForm_eq hK, sub_self, Matrix.mulVec_zero, dotProduct_zero, add_zero]
  refine ⟨⟨⟨relaxed c K s, hmin⟩, ?_⟩, fun r => ⟨fun h => ?_, fun h => h ▸ hmin⟩⟩
  · rintro _ ⟨r, rfl⟩
    change _ ≤ scanForm a c K s r
    rw [scanForm_eq hK]
    linarith [block_nonneg hK (r - relaxed c K s)]
  · by_contra hr
    have hp := hK.dotProduct_mulVec_pos (sub_ne_zero.mpr hr)
    rw [star_trivial] at hp
    rw [scanForm_eq hK] at h
    linarith

/-- On the relaxed path the Hessian times the displacement has only a scan component,
equal to the relaxed curvature times `s`. -/
theorem relaxed_gradient [DecidableEq n]
    {K : Matrix n n ℝ} (hK : K.PosDef) (a : ℝ) (c : n → ℝ) (s : ℝ) :
    hessian a c K *ᵥ displacement s (relaxed c K s) =
      displacement (relaxedCurvature a c K * s) 0 := by
  have h1 : a * s + c ⬝ᵥ relaxed c K s = relaxedCurvature a c K * s := by
    simp only [relaxed, relaxedCurvature, dotProduct_neg, dotProduct_smul, smul_eq_mul]
    ring
  have h2 : s • c + K *ᵥ relaxed c K s = 0 := by
    unfold relaxed
    rw [Matrix.mulVec_neg, Matrix.mulVec_smul, block_response hK, add_neg_cancel]
  rw [hessian_mulVec, h1, h2]

/-- The full Hessian has a negative eigenvalue exactly when `a < ⟨c, K⁻¹ c⟩`. -/
theorem negative_eigenvalue_iff [DecidableEq n]
    {K : Matrix n n ℝ} (hK : K.PosDef) (a : ℝ) (c : n → ℝ) :
    (∃ μ : ℝ, μ < 0 ∧ ∃ v : Unit ⊕ n → ℝ, v ≠ 0 ∧ hessian a c K *ᵥ v = μ • v) ↔
      a < c ⬝ᵥ K⁻¹ *ᵥ c := by
  constructor
  · rintro ⟨μ, hμ, v, hv, h⟩
    have hpos : 0 < v ⬝ᵥ v :=
      lt_of_le_of_ne (Finset.sum_nonneg fun i _ => mul_self_nonneg (v i))
        (Ne.symm (mt dotProduct_self_eq_zero.mp hv))
    obtain ⟨s, r, rfl⟩ := exists_displacement v
    have hE := hessian_form a c K s r
    rw [h, dotProduct_smul, smul_eq_mul, scanForm_eq hK] at hE
    by_contra hcon
    have h0 : 0 ≤ relaxedCurvature a c K := sub_nonneg.mpr (not_lt.mp hcon)
    linarith [mul_neg_of_neg_of_pos hμ hpos, mul_nonneg h0 (sq_nonneg s),
      block_nonneg hK (r - relaxed c K s)]
  · intro hlt
    by_contra hno
    have hH : (hessian a c K).IsHermitian := by
      refine Matrix.IsHermitian.ext fun i j => ?_
      rcases i with i | i <;> rcases j with j | j
      · simp [hessian]
      · simp [hessian]
      · simp [hessian]
      · exact hK.isHermitian.apply i j
    -- without a negative eigenvalue the Hessian is positive semidefinite
    have hpsd : (hessian a c K).PosSemidef := by
      refine hH.posSemidef_iff_eigenvalues_nonneg.mpr fun i => ?_
      by_contra hi
      refine hno ⟨hH.eigenvalues i, not_le.mp hi, (hH.eigenvectorBasis i).ofLp,
        fun h0 => ?_, hH.mulVec_eigenvectorBasis i⟩
      refine hH.eigenvectorBasis.orthonormal.ne_zero i ?_
      ext k
      exact congrFun h0 k
    -- the relaxed path then contradicts the sign of its curvature
    have h := hpsd.dotProduct_mulVec_nonneg (displacement 1 (relaxed c K 1))
    rw [star_trivial, hessian_form, (relaxed_scan hK a c 1).2 _ |>.mpr rfl] at h
    unfold relaxedCurvature at h
    linarith

/-- Any two independent displacements have a nonzero combination along which the
quadratic form of the Hessian is nonnegative. -/
theorem no_second_downhill_direction {K : Matrix n n ℝ} (hK : K.PosDef) (a : ℝ)
    (c : n → ℝ) (x y : Unit ⊕ n → ℝ) (hxy : LinearIndependent ℝ ![x, y]) :
    ∃ α β : ℝ, α • x + β • y ≠ 0 ∧
      0 ≤ (α • x + β • y) ⬝ᵥ hessian a c K *ᵥ (α • x + β • y) := by
  rw [LinearIndependent.pair_iff] at hxy
  obtain ⟨s, r, rfl⟩ := exists_displacement x
  obtain ⟨t, q, rfl⟩ := exists_displacement y
  have key (p : n → ℝ) : 0 ≤ scanForm a c K 0 p := by
    unfold scanForm
    linarith [block_nonneg hK p]
  by_cases hs : s = 0
  · refine ⟨1, 0, fun h0 => one_ne_zero (hxy 1 0 h0).1, ?_⟩
    rw [one_smul, zero_smul, add_zero, hessian_form, hs]
    exact key r
  · -- cancel the scan components
    refine ⟨t, -s, fun h0 => hs (neg_eq_zero.mp (hxy t (-s) h0).2), ?_⟩
    have hc : t • displacement s r + (-s) • displacement t q =
        displacement 0 (t • r + (-s) • q) := by
      ext i
      rcases i with _ | i
      · simp only [displacement, Pi.add_apply, Pi.smul_apply, Sum.elim_inl, smul_eq_mul]
        ring
      · rfl
    rw [hc, hessian_form]
    exact key _

end

end RelaxedScan
```

```lean
#print axioms RelaxedScan.relaxed_gradient
-- 'RelaxedScan.relaxed_gradient' depends on axioms: [propext, Classical.choice, Quot.sound]
#print axioms RelaxedScan.negative_eigenvalue_iff
-- 'RelaxedScan.negative_eigenvalue_iff' depends on axioms: [propext, Classical.choice, Quot.sound]
#print axioms RelaxedScan.no_second_downhill_direction
-- 'RelaxedScan.no_second_downhill_direction' depends on axioms: [propext, Classical.choice, Quot.sound]
```

## The harmonic surface and its blocks

A displacement consists of a real number $s$ and a real vector $r$ indexed by the finite type `n`. In Lean it is a function on `Unit ⊕ n`: the single element of `Unit` labels the scanned coordinate. The Hessian and its quadratic form are

$$H=\begin{pmatrix}a&c^T\\c&K\end{pmatrix},\qquad Q(s,r)=as^2+2s\langle c,r\rangle+\langle r,Kr\rangle .$$

Here $a$ is the curvature along $s$ with $r$ held fixed, $c$ couples $s$ to the other coordinates, and $K$ is their own Hessian block. These are `hessian` and `scanForm`; `⬝ᵥ` is the dot product and `*ᵥ` the matrix-vector product. The harmonic energy relative to the reference geometry is $E=Q/2$, so its gradient is $H$ applied to the displacement. Since $Q$ has no linear term, the reference geometry is a stationary point.

The hypothesis `hK : K.PosDef` says that $K$ is symmetric and that $\langle x,Kx\rangle>0$ for every $x\neq0$. Physically, with $s$ held at its reference value $0$, every nonzero distortion of the remaining coordinates costs energy. A translation or rotation of zero energy left among those coordinates would violate it.

Write $w=K^{-1}c$ and $\kappa=a-\langle c,w\rangle$. The definition `relaxed` is the vector $-sw$, and `relaxedCurvature` is $\kappa$. The four main theorems all assume `hK`, which their docstrings leave unsaid, and they say the following.

- `relaxed_scan`: at fixed $s$, the least value of $Q$ over all $r$ is $\kappa s^2$, and $Q$ takes this value only at $r=-sw$.
- `relaxed_gradient`: at the relaxed geometry, the gradient of $E$ has scan component $\kappa s$ and no component along the remaining coordinates.
- `negative_eigenvalue_iff`: $H$ has a negative eigenvalue $\mu$, with a nonzero eigenvector $v$, exactly when $a<\langle c,K^{-1}c\rangle$, that is, when $\kappa<0$.
- `no_second_downhill_direction`: any two linearly independent displacements have a nonzero combination on which the quadratic form is nonnegative.

For a relaxed scan through a stationary point, in the harmonic model with positive definite $K$, a downward curve therefore reveals a negative Hessian eigenvalue even when $a$ itself is positive. Anharmonic terms, several scanned coordinates and curved constraints are not treated, and no masses enter, so the eigenvalues are those of $H$ in the chosen coordinates and not squared frequencies.

The relaxed curvature shares its sign with the lowest eigenvalue, but not in general its value. In the opening example $\kappa=-3$, while the eigenvalues of $H$ are $-1$ and $3$. The relaxed displacement $(1,-2)$ has squared length $5$, so the form per unit squared length along it is $-3/5$; the normalised eigenvector $(1,-1)/\sqrt2$ gives $-1$.

## Completing the square in the relaxed coordinates

Let $d=r+sw$ be the deviation from the relaxed coordinates. Since $Kw=c$ and $K$ is symmetric, $\langle w,Kr\rangle=\langle Kw,r\rangle=\langle c,r\rangle$. Expanding gives

$$\begin{aligned}
\langle d,Kd\rangle&=\langle r,Kr\rangle+s\langle r,Kw\rangle+s\langle w,Kr\rangle+s^2\langle w,Kw\rangle\\
&=\langle r,Kr\rangle+2s\langle c,r\rangle+s^2\langle c,w\rangle .
\end{aligned}$$

Solving for the first two terms on the right and inserting them into $Q$ yields

$$Q(s,r)=\kappa s^2+\langle d,Kd\rangle .$$

The last term is never negative and vanishes only for $d=0$, so the minimum is $\kappa s^2$, reached only at $r=-sw$.

In the file, `block_response` supplies $Kw=c$, using the positive determinant of $K$ to cancel the inverse. The identity itself is `scanForm_eq`: its step `hs` moves $K$ across the dot product by symmetry, and `ring` collects the terms. In `relaxed_scan`, `block_nonneg` gives the lower bound, and strict positivity of $K$ rules out a second minimiser.

The gradient follows from the block product computed in `hessian_mulVec`,

$$H(s,r)=(as+\langle c,r\rangle,\;sc+Kr).$$

At $r=-sw$ the first component is $as-s\langle c,w\rangle=\kappa s$ and the second is $sc-sKw=0$. These are the steps `h1` and `h2` of `relaxed_gradient`. Taking the dot product of the general formula with $(s,r)$ gives $as^2+s\langle c,r\rangle+s\langle r,c\rangle+\langle r,Kr\rangle=Q(s,r)$, which is `hessian_form`.

## From the relaxed curvature to an eigenvalue, and back

Suppose first that $Hv=\mu v$ with $\mu<0$ and $v\neq0$. Then $\langle v,Hv\rangle=\mu\langle v,v\rangle<0$. By `exists_displacement`, $v$ has the form $(s,r)$, so this number is also $\kappa s^2+\langle d,Kd\rangle$. If $\kappa$ were nonnegative, the sum would be nonnegative too. Hence $\kappa<0$. The Lean proof reaches the same contradiction with `linarith`.

Conversely, let $\kappa<0$ and suppose that $H$ has no negative eigenvalue. As $H$ is real and symmetric, it has an orthonormal basis of eigenvectors $u_i$ with eigenvalues $\lambda_i\geq0$, and every displacement $v$ satisfies

$$\langle v,Hv\rangle=\sum_i\lambda_i\langle u_i,v\rangle^2\geq0 .$$

But the relaxed displacement at $s=1$ gives $Q(1,-w)=\kappa<0$, a contradiction.

## How Mathlib's spectral theorem enters

The converse turns on `posSemidef_iff_eigenvalues_nonneg`, which says that a Hermitian matrix is positive semidefinite exactly when all its eigenvalues are nonnegative. It needs a proof `hH` that $H$ is Hermitian, obtained by comparing entries block by block; only the lower right block calls on the symmetry of $K$.

From `hH`, Mathlib builds a real eigenvalue `hH.eigenvalues i` for each index and an orthonormal basis `hH.eigenvectorBasis`. The theorem being proved speaks instead of some number $\mu$ and some nonzero function $v$, so the two descriptions have to be joined. If one of Mathlib's eigenvalues were negative, `hH.mulVec_eigenvectorBasis i` would supply the eigenvalue equation and orthonormality would show that the vector is nonzero. The suffix `.ofLp` turns the basis vector, which lives in a Euclidean space, into an ordinary function on `Unit ⊕ n`. Together these would form exactly the eigenpair assumed absent.

## No plane is downhill throughout

The name `no_second_downhill_direction` needs a careful reading. In the opening example, $(1,-1)$ and $(1,-2)$ are independent and both lower the energy, with form values $-2$ and $-3$. Their difference $(0,1)$ has the value $+1$. What the theorem excludes is a plane on which every nonzero displacement goes downhill.

To see why, take independent displacements $x=(s,r)$ and $y=(t,q)$. If $s=0$, then $x$ itself has no scan component. If $s\neq0$, the combination $tx-sy$ has scan component $ts-st=0$, and it is nonzero because $x$ and $y$ are independent and the coefficient $-s$ is nonzero. Either way the result is a nonzero displacement $(0,p)$ with $Q(0,p)=\langle p,Kp\rangle\geq0$. The Lean proof makes the same case distinction and uses the same coefficients.

## The criterion for a strict minimum

The completed square also settles, by a short argument not formalised here, when the stationary point is a strict minimum of the harmonic surface: exactly when $\kappa>0$. If $\kappa>0$, both terms of the completed square are nonnegative, so $Q\geq0$; and if $Q(s,r)=0$, both vanish, so $s=0$ and then $r=0$. If $\kappa\leq0$, the nonzero displacement $(1,-w)$ has $Q=\kappa\leq0$.
